# Paired Bogoliubov-de Gennes energies on a translation-invariant ring with real hopping

## Electrons and holes on a ring

Consider electrons that hop on a ring of N equivalent sites without flipping their spin, with pairing between opposite spins treated in mean-field theory. The pairing mixes an electron with a hole, so the excitation energies are the absolute values of the eigenvalues of a 2N × 2N matrix. Translation invariance should reduce this to a separate 2 × 2 problem at each lattice momentum.

Let A be the N × N matrix of hopping amplitudes, with the site energy measured from the chemical potential on its diagonal, and let B be the matrix of pairing amplitudes. In the basis of spin-up electrons and spin-down holes, with the same hopping for both spins, the hole block is −Aᵀ. If the hopping is real, Hermiticity makes A symmetric, and the matrix becomes

H = [[A, B], [B†, −A]].

The main theorem treats this H for translation-invariant A and B with A Hermitian, real or complex. When the hopping is complex and the same for both spins, this H is not the matrix of the model; the form with −Aᵀ applies and is treated separately below.

Translation invariance means that the entries depend only on displacement: Aᵢⱼ = a(i − j) and Bᵢⱼ = b(i − j), with site indices taken modulo N. Such matrices are called circulants.

## One quadratic factor per momentum

Write χ(x) = exp(2πi x/N), where the i in the exponent is the imaginary unit. The symbol of a is its discrete Fourier sum over displacements,

â(k) = Σⱼ a(j) χ(−jk),

and b̂(k) is defined in the same way. For circulant A and B with A Hermitian, the characteristic polynomial is

det(X − H) = ∏ₖ (X² − â(k)² − |b̂(k)|²).

Hermiticity makes â(k) real, so the eigenvalues of H are

±E(k), with E(k) = √(â(k)² + |b̂(k)|²).

For this finite mean-field ring with prescribed pairing, the formula gives exact values against which a numerical diagonalisation can be compared.

## Derivation in the plane-wave basis

**Circulants act on plane waves by multiplication.** Let F be the matrix with entries Fⱼₖ = χ(jk), so that column k is an unnormalised plane wave. Substituting m = i − j gives

Σⱼ a(i − j) χ(jk) = Σₘ a(m) χ((i − m)k) = χ(ik) Σₘ a(m) χ(−mk) = â(k) χ(ik).

Hence AF = F diag(â), and likewise for B.

**Plane waves are orthogonal.** The overlap of columns k and l is

Σⱼ χ(jk)* χ(jl) = Σⱼ χ(j(l − k)).

For k = l every term is 1 and the sum is N. Otherwise ω = χ(l − k) differs from 1 but satisfies ωᴺ = 1, so the geometric sum (ωᴺ − 1)/(ω − 1) vanishes. Thus F†F = N·1, the inverse of F is F†/N, and the normalised plane waves are the columns of F/√N.

**The adjoint has the conjugate symbol.** Since (B†)ᵢⱼ = b(j − i)*, the matrix B† is the circulant generated by b(−j)*. Its symbol is

Σⱼ b(−j)* χ(−jk) = Σⱼ b(j)* χ(jk) = b̂(k)*.

Applied to A = A†, the same calculation gives â(k) = â(k)*, so â(k) is real.

**The momenta separate.** Changing to plane waves in both the electron and the hole sector leaves the characteristic polynomial unchanged and makes all four blocks diagonal. Listing the electron and hole components of each momentum together then gives the 2 × 2 blocks

h(k) = [[â(k), b̂(k)], [b̂(k)*, −â(k)]].

The determinant of X − H is the product of the determinants

(X − â(k))(X + â(k)) − |b̂(k)|² = X² − â(k)² − |b̂(k)|² = (X − E(k))(X + E(k)).

## Complex hopping and the transposed hole block

If the hole block is −Aᵀ, its entries are −a(j − i), and its symbol is

−Σⱼ a(−j) χ(−jk) = −Σⱼ a(j) χ(jk) = −â(−k).

The factor at momentum k is therefore

(X − â(k))(X + â(−k)) − |b̂(k)|².

Its two roots add up to â(k) − â(−k), so within a single factor they need not be negatives of each other.

## Reading the formal statement

Sites and momenta are both elements of `ZMod N`, and `[NeZero N]` requires N ≥ 1. The index type `ZMod N ⊕ ZMod N` holds the electron components followed by the hole components. `Matrix.circulant a` has entries a(i − j), `symbol a k` is â(k), and `ZMod.stdAddChar` is χ.

`bdg A B` is the matrix H. Its `charpoly` is det(X − H), a polynomial with complex coefficients, and `C` turns a number into a constant polynomial. The hypothesis `ha` says that the normal part is Hermitian; nothing is required of b. Because `symbol` takes complex values, `bdg_charpoly` uses the real part `(symbol a k).re`, which loses nothing once `ha` holds.

`bdg_charpoly_paired` gives the factorisation with the real roots ±E(k), including multiplicities; if E(k) = 0, the pair is a double zero. `bdg_root_iff` identifies the set of roots. `charpoly_transposed_hole` covers the hole block −Aᵀ and does not assume that A is Hermitian.

The model has one orbital per site and no disorder. The pairing amplitudes are given, not determined self-consistently, and the theorems concern the spectrum of the matrix, not the many-body ground state.

## The Lean file

```lean
import Mathlib

open Matrix Polynomial

namespace SuperconductingRing

noncomputable section

variable {N : ℕ} [NeZero N]

/-- The Fourier symbol of a translation-invariant coupling `a` at lattice momentum `k`. -/
def symbol (a : ZMod N → ℂ) (k : ZMod N) : ℂ :=
  ∑ j, a j * ZMod.stdAddChar (N := N) (-(j * k))

/-- The matrix whose column `k` is the unnormalised plane wave of momentum `k` on the ring. -/
def planeWaves (N : ℕ) [NeZero N] : Matrix (ZMod N) (ZMod N) ℂ :=
  Matrix.of fun j k => ZMod.stdAddChar (N := N) (j * k)

/-- The Bogoliubov-de Gennes matrix with normal part `A`, pairing part `B` and hole block `-A`. -/
def bdg (A B : Matrix (ZMod N) (ZMod N) ℂ) :
    Matrix (ZMod N ⊕ ZMod N) (ZMod N ⊕ ZMod N) ℂ :=
  Matrix.fromBlocks A B Bᴴ (-A)

/-- The quasiparticle energy at momentum `k`, built from the real part of the normal symbol
and the modulus of the pairing symbol. -/
def energy (a b : ZMod N → ℂ) (k : ZMod N) : ℝ :=
  √((symbol a k).re ^ 2 + ‖symbol b k‖ ^ 2)

/-- Complex conjugation of a plane-wave phase reverses its argument. -/
theorem star_phase (x : ZMod N) :
    star (ZMod.stdAddChar (N := N) x) = ZMod.stdAddChar (N := N) (-x) := by
  exact (AddChar.map_neg_eq_conj _ x).symm

/-- A circulant acts on each plane wave as multiplication by its symbol. -/
theorem circulant_mul_planeWaves (a : ZMod N → ℂ) :
    Matrix.circulant a * planeWaves N = planeWaves N * Matrix.diagonal (symbol a) := by
  refine Matrix.ext fun i k => ?_
  rw [Matrix.mul_diagonal, Matrix.mul_apply]
  simp only [planeWaves, Matrix.of_apply, Matrix.circulant_apply, symbol, Finset.mul_sum]
  -- sum over the displacement `i - j` instead of the site `j`
  refine Fintype.sum_equiv (Equiv.subLeft i) _ _ fun j => ?_
  have h : ZMod.stdAddChar (N := N) (j * k) =
      ZMod.stdAddChar (N := N) (i * k) * ZMod.stdAddChar (N := N) (-((i - j) * k)) := by
    rw [← AddChar.map_add_eq_mul]
    congr 1
    ring
  rw [Equiv.subLeft_apply, h]
  ring

/-- Plane waves of different momenta are orthogonal, and each has squared norm `N`. -/
theorem planeWaves_orthogonal :
    (planeWaves N)ᴴ * planeWaves N = (N : ℂ) • (1 : Matrix (ZMod N) (ZMod N) ℂ) := by
  refine Matrix.ext fun k l => ?_
  rw [Matrix.mul_apply]
  simp only [Matrix.conjTranspose_apply, planeWaves, Matrix.of_apply]
  have h : ∀ j : ZMod N, star (ZMod.stdAddChar (N := N) (j * k)) *
      ZMod.stdAddChar (N := N) (j * l) = ZMod.stdAddChar (N := N) (j * (l - k)) := by
    intro j
    rw [star_phase, ← AddChar.map_add_eq_mul]
    congr 1
    ring
  rw [Finset.sum_congr rfl fun j _ => h j,
    AddChar.sum_mulShift (l - k) (ZMod.isPrimitive_stdAddChar N)]
  by_cases hkl : k = l
  · subst hkl
    simp [ZMod.card]
  · simp [hkl, sub_eq_zero, Ne.symm hkl]

/-- The adjoint coupling has the complex conjugate symbol. -/
theorem symbol_adjoint (b : ZMod N → ℂ) (k : ZMod N) :
    symbol (fun j => star (b (-j))) k = star (symbol b k) := by
  simp only [symbol, star_sum, star_mul']
  refine Fintype.sum_equiv (Equiv.neg _) _ _ fun j => ?_
  have h : -(-(-j * k)) = -(j * k) := by ring
  rw [Equiv.neg_apply, star_phase, h]

/-- A two-by-two block matrix with diagonal blocks has as determinant the product of the
two-by-two determinants of the separate modes. -/
theorem det_diagonal_blocks {n R : Type*} [Fintype n] [DecidableEq n] [CommRing R]
    (p q r s : n → R) :
    (Matrix.fromBlocks (Matrix.diagonal p) (Matrix.diagonal q)
      (Matrix.diagonal r) (Matrix.diagonal s)).det = ∏ k, (p k * s k - q k * r k) := by
  -- regroup the indices so that each mode carries its own two-by-two block
  let e : Fin 2 × n ≃ n ⊕ n :=
    { toFun := fun x => if x.1 = 0 then Sum.inl x.2 else Sum.inr x.2
      invFun := Sum.elim (fun k => (0, k)) (fun k => (1, k))
      left_inv := by
        rintro ⟨i, k⟩
        fin_cases i <;> simp
      right_inv := by
        rintro (k | k) <;> simp }
  have h : (Matrix.fromBlocks (Matrix.diagonal p) (Matrix.diagonal q)
      (Matrix.diagonal r) (Matrix.diagonal s)).submatrix e e =
      Matrix.blockDiagonal (fun k => !![p k, q k; r k, s k]) := by
    refine Matrix.ext ?_
    rintro ⟨i, k⟩ ⟨j, l⟩
    by_cases hkl : k = l <;> fin_cases i <;> fin_cases j <;>
      simp [e, Matrix.blockDiagonal_apply, hkl]
  rw [← Matrix.det_submatrix_equiv_self e, h, Matrix.det_blockDiagonal]
  simp only [Matrix.det_fin_two_of]

/-- The characteristic polynomial of a matrix of four circulant blocks is a product of
quadratic factors, one for each momentum. -/
theorem charpoly_circulant_blocks (a b c d : ZMod N → ℂ) :
    (Matrix.fromBlocks (Matrix.circulant a) (Matrix.circulant b)
      (Matrix.circulant c) (Matrix.circulant d)).charpoly =
    ∏ k, ((X - C (symbol a k)) * (X - C (symbol d k)) - C (symbol b k * symbol c k)) := by
  obtain ⟨V, hVW⟩ : ∃ V : Matrix (ZMod N) (ZMod N) ℂ, V * planeWaves N = 1 := by
    refine ⟨(N : ℂ)⁻¹ • (planeWaves N)ᴴ, ?_⟩
    rw [Matrix.smul_mul, planeWaves_orthogonal, smul_smul,
      inv_mul_cancel₀ (Nat.cast_ne_zero.mpr (NeZero.ne N)), one_smul]
  have hWV : planeWaves N * V = 1 := mul_eq_one_comm.mp hVW
  have hc : ∀ v : ZMod N → ℂ,
      Matrix.circulant v = planeWaves N * Matrix.diagonal (symbol v) * V := by
    intro v
    rw [← circulant_mul_planeWaves, Matrix.mul_assoc, hWV, Matrix.mul_one]
  -- pass to the momentum basis in both the particle and the hole sector
  have hH : Matrix.fromBlocks (Matrix.circulant a) (Matrix.circulant b)
      (Matrix.circulant c) (Matrix.circulant d) =
      Matrix.fromBlocks (planeWaves N) 0 0 (planeWaves N) *
        (Matrix.fromBlocks (Matrix.diagonal (symbol a)) (Matrix.diagonal (symbol b))
          (Matrix.diagonal (symbol c)) (Matrix.diagonal (symbol d)) *
          Matrix.fromBlocks V 0 0 V) := by
    rw [hc a, hc b, hc c, hc d]
    simp only [Matrix.fromBlocks_multiply, Matrix.mul_zero, Matrix.zero_mul, add_zero,
      zero_add, Matrix.mul_assoc]
  have hP : Matrix.fromBlocks V 0 0 V *
      Matrix.fromBlocks (planeWaves N) 0 0 (planeWaves N) = 1 := by
    simp [Matrix.fromBlocks_multiply, hVW]
  have hchar : Matrix.charmatrix (Matrix.fromBlocks (Matrix.diagonal (symbol a))
      (Matrix.diagonal (symbol b)) (Matrix.diagonal (symbol c))
      (Matrix.diagonal (symbol d))) =
      Matrix.fromBlocks (Matrix.diagonal fun k => X - C (symbol a k))
        (Matrix.diagonal fun k => -C (symbol b k))
        (Matrix.diagonal fun k => -C (symbol c k))
        (Matrix.diagonal fun k => X - C (symbol d k)) := by
    refine Matrix.ext fun i j => ?_
    rcases i with i | i <;> rcases j with j | j <;> by_cases h : i = j <;>
      simp [h]
  rw [hH, Matrix.charpoly_mul_comm, Matrix.mul_assoc, hP, Matrix.mul_one,
    Matrix.charpoly, hchar, det_diagonal_blocks]
  refine Finset.prod_congr rfl fun k _ => ?_
  rw [C_mul]
  ring

/-- For a Hermitian circulant normal part and any circulant pairing, the characteristic polynomial
is the product over momenta of `X²` minus the squared real part of the normal symbol minus the
squared modulus of the pairing symbol. -/
theorem bdg_charpoly (a b : ZMod N → ℂ) (ha : (Matrix.circulant a).IsHermitian) :
    (bdg (Matrix.circulant a) (Matrix.circulant b)).charpoly =
      ∏ k, (X ^ 2 - C (((symbol a k).re ^ 2 + ‖symbol b k‖ ^ 2 : ℝ) : ℂ)) := by
  have hb : (Matrix.circulant b)ᴴ = Matrix.circulant (fun j => star (b (-j))) := by
    refine Matrix.ext fun i j => ?_
    simp [Matrix.circulant_apply, Matrix.conjTranspose_apply]
  have hd : -Matrix.circulant a = Matrix.circulant (fun j => -a j) := rfl
  have hsa : (fun j => star (a (-j))) = a := by
    funext j
    simpa [Matrix.circulant_apply] using ha.apply j 0
  rw [bdg, hb, hd, charpoly_circulant_blocks]
  refine Finset.prod_congr rfl fun k _ => ?_
  -- Hermiticity makes the normal symbol real
  have hre : ((symbol a k).re : ℂ) = symbol a k := by
    have h := symbol_adjoint a k
    rw [hsa] at h
    exact Complex.conj_eq_iff_re.mp h.symm
  have hneg : symbol (fun j => -a j) k = -symbol a k := by
    simp [symbol, Finset.sum_neg_distrib]
  have hn : symbol b k * star (symbol b k) = ((‖symbol b k‖ ^ 2 : ℝ) : ℂ) := by
    rw [← Complex.normSq_eq_norm_sq]
    exact Complex.mul_conj _
  rw [symbol_adjoint, hneg, hn, Complex.ofReal_add,
    Complex.ofReal_pow (symbol a k).re 2, hre,
    C_add, C_neg, C_pow]
  ring

/-- The characteristic polynomial splits into pairs of linear factors whose roots are plus and minus
the quasiparticle energy, one pair for each momentum. -/
theorem bdg_charpoly_paired (a b : ZMod N → ℂ) (ha : (Matrix.circulant a).IsHermitian) :
    (bdg (Matrix.circulant a) (Matrix.circulant b)).charpoly =
      ∏ k, ((X - C (energy a b k : ℂ)) * (X + C (energy a b k : ℂ))) := by
  rw [bdg_charpoly a b ha]
  refine Finset.prod_congr rfl fun k _ => ?_
  have h : (((symbol a k).re ^ 2 + ‖symbol b k‖ ^ 2 : ℝ) : ℂ) = (energy a b k : ℂ) ^ 2 := by
    rw [← Complex.ofReal_pow, energy, Real.sq_sqrt (by positivity)]
  rw [h, C_pow]
  ring

/-- A complex number is a root of the characteristic polynomial exactly when it is plus or
minus the quasiparticle energy at some momentum. -/
theorem bdg_root_iff (a b : ZMod N → ℂ) (ha : (Matrix.circulant a).IsHermitian) (z : ℂ) :
    (bdg (Matrix.circulant a) (Matrix.circulant b)).charpoly.IsRoot z ↔
      ∃ k, z = (energy a b k : ℂ) ∨ z = -(energy a b k : ℂ) := by
  rw [bdg_charpoly_paired a b ha, Polynomial.IsRoot.def, Polynomial.eval_prod,
    Finset.prod_eq_zero_iff]
  simp only [Finset.mem_univ, true_and, eval_mul, eval_sub, eval_add, eval_X, eval_C,
    mul_eq_zero, sub_eq_zero, add_eq_zero_iff_eq_neg]

/-- With minus the transposed normal part in the hole block, the factor at momentum `k` couples the
normal symbols at `k` and `-k`. -/
theorem charpoly_transposed_hole (a b : ZMod N → ℂ) :
    (Matrix.fromBlocks (Matrix.circulant a) (Matrix.circulant b)
      (Matrix.circulant b)ᴴ (-(Matrix.circulant a)ᵀ)).charpoly =
    ∏ k, ((X - C (symbol a k)) * (X + C (symbol a (-k))) -
      C ((‖symbol b k‖ ^ 2 : ℝ) : ℂ)) := by
  have hb : (Matrix.circulant b)ᴴ = Matrix.circulant (fun j => star (b (-j))) := by
    refine Matrix.ext fun i j => ?_
    simp [Matrix.circulant_apply, Matrix.conjTranspose_apply]
  have hd : -(Matrix.circulant a)ᵀ = Matrix.circulant (fun j => -a (-j)) := by
    refine Matrix.ext fun i j => ?_
    simp [Matrix.circulant_apply]
  rw [hb, hd, charpoly_circulant_blocks]
  refine Finset.prod_congr rfl fun k _ => ?_
  -- reversing the ring reverses the momentum
  have hneg : symbol (fun j => -a (-j)) k = -symbol a (-k) := by
    simp only [symbol, neg_mul, Finset.sum_neg_distrib]
    congr 1
    refine Fintype.sum_equiv (Equiv.neg _) _ _ fun j => ?_
    have h : -(-j * -k) = -(j * k) := by ring
    rw [Equiv.neg_apply, h]
  have hn : symbol b k * star (symbol b k) = ((‖symbol b k‖ ^ 2 : ℝ) : ℂ) := by
    rw [← Complex.normSq_eq_norm_sq]
    exact Complex.mul_conj _
  rw [symbol_adjoint, hneg, hn, C_neg, sub_neg_eq_add]

end

end SuperconductingRing
```

```lean
#print axioms SuperconductingRing.bdg_root_iff
#print axioms SuperconductingRing.charpoly_transposed_hole
```

```
'SuperconductingRing.bdg_root_iff' depends on axioms: [propext, Classical.choice, Quot.sound]
'SuperconductingRing.charpoly_transposed_hole' depends on axioms: [propext, Classical.choice, Quot.sound]
```

## How the proof follows the derivation

`circulant_mul_planeWaves` is the equation AF = F diag(â). `Fintype.sum_equiv` with `Equiv.subLeft i` performs the substitution m = i − j, and `AddChar.map_add_eq_mul` splits the phase. `planeWaves_orthogonal` combines two phases into one, using `star_phase` for the conjugate, and then applies Mathlib's character sum `AddChar.sum_mulShift` in place of the geometric series. `symbol_adjoint` reverses the summation index to obtain the conjugate symbol.

`det_diagonal_blocks` carries out the regrouping. The equivalence `e` matches a pair (component, momentum) with an index of the original block matrix, and after this relabelling the matrix is block diagonal with one 2 × 2 block per momentum. The lemma holds over any commutative ring, which matters because it is applied to matrices whose entries are polynomials in X.

`charpoly_circulant_blocks` joins these results for four arbitrary circulant blocks. It takes V = F†/N as the inverse of F and writes the matrix as P D Q, where P and Q carry F and V on their diagonals and D has four diagonal blocks. `Matrix.charpoly_mul_comm` moves P to the right-hand end, where QP = 1 removes the change of basis. The step `hchar` writes out X − D, and `det_diagonal_blocks` evaluates its determinant.

In `bdg_charpoly`, `hb` and `hd` recognise B† and −A as circulants, so the general formula applies. The step `hsa` reads a(−j)* = a(j) from column 0 of the Hermitian matrix; together with `symbol_adjoint` this yields `hre`, the reality of â(k). The step `hn` turns b̂(k) b̂(k)* into |b̂(k)|², and `ring` completes the algebra in each factor.

`bdg_charpoly_paired` replaces the non-negative number â(k)² + |b̂(k)|² by the square of its root and factorises the difference of squares. `bdg_root_iff` evaluates the product at z: it vanishes exactly when one of its linear factors does. Finally, `charpoly_transposed_hole` applies the general block formula again, with `hneg` supplying the symbol −â(−k) of the transposed hole block.
